# Free flights and elastic central collisions of approaching particles raise $\sum_k m_k\langle x_k,v_k\rangle$ by at least twice the kinetic energy times the flight time

A hard-sphere simulation can conserve energy and momentum at every collision and still report a wrong pressure. If the collision term of the virial is accumulated with its sign reversed, the pressure falls below the ideal-gas value at the same density and temperature, and neither conserved quantity shows the error. The sign of that term follows from mechanics, and here it is derived for finitely many particles of positive mass in unbounded space, without walls or periodic images.

Let $x_k$, $v_k$ and $m_k$ be the position, velocity and mass of particle $k$, $K$ the kinetic energy, and $G=\sum_k m_k\langle x_k,v_k\rangle$. After free flights of total duration $T$, interrupted by elastic central collisions of approaching pairs,

$$G_{\text{end}}=G_{\text{start}}+2KT+W,\qquad W\ge 0,$$

where $W$ sums separation times impulse over the collisions.

## Particles, energy and the virial sum

The particles are labelled by a finite type `ι`. Positions and velocities lie in a real inner product space `E`, of which $\mathbb R^3$ is one case.

In Lean 4 with Mathlib:

```lean
import Mathlib

open Finset

namespace CollisionalVirial

noncomputable section

variable {ι E : Type*} [Fintype ι] [DecidableEq ι]
  [NormedAddCommGroup E] [InnerProductSpace ℝ E]
```

A state records where every particle is and how it moves. The masses are kept apart, as a function `m`.

```lean
/-- The positions and velocities of all particles. -/
structure State (ι E : Type*) where
  /-- position of each particle -/
  pos : ι → E
  /-- velocity of each particle -/
  vel : ι → E
```

The kinetic energy is $K=\tfrac12\sum_k m_k|v_k|^2$.

```lean
/-- The kinetic energy `K = ½ ∑ mₖ |vₖ|²`. -/
def kinetic (m : ι → ℝ) (s : State ι E) : ℝ := 1 / 2 * ∑ k, m k * ‖s.vel k‖ ^ 2
```

The code calls $G$ `virial`. Many textbooks reserve that word for $\sum_k\langle x_k,F_k\rangle$, with $F_k$ the force on particle $k$; for constant masses, $G$ is the quantity whose time derivative contains that sum.

```lean
/-- The virial sum `G = ∑ mₖ ⟨xₖ, vₖ⟩`. -/
def virial (m : ι → ℝ) (s : State ι E) : ℝ := ∑ k, m k * inner ℝ (s.pos k) (s.vel k)
```

The moment of inertia is taken about the origin, not about an axis, and carries no factor $\tfrac12$: $I=\sum_k m_k|x_k|^2$.

```lean
/-- The moment of inertia about the origin, `I = ∑ mₖ |xₖ|²`. -/
def inertia (m : ι → ℝ) (s : State ι E) : ℝ := ∑ k, m k * ‖s.pos k‖ ^ 2
```

## Flights and collisions

For a pair $i,j$ write $r=x_i-x_j$.

```lean
/-- The separation vector `xᵢ - xⱼ`. -/
def sep (s : State ι E) (i j : ι) : E := s.pos i - s.pos j
```

A flight of duration $t$ moves each $x_k$ to $x_k+t\,v_k$ and leaves the velocities alone.

```lean
/-- Free flight for a time `t`. -/
def drift (t : ℝ) (s : State ι E) : State ι E :=
  ⟨fun k => s.pos k + t • s.vel k, s.vel⟩
```

A collision leaves the positions alone and transfers the impulse $c\,r$ to $i$ and $-c\,r$ to $j$:

$$v_i\mapsto v_i+\frac{c}{m_i}\,r,\qquad v_j\mapsto v_j-\frac{c}{m_j}\,r .$$

The impulse lies along the line of centres, as for smooth spheres without friction. The number $c$ is impulse per unit separation, and its sign is left open.

```lean
/-- Particles `i ≠ j`, of nonzero mass, receive the opposite impulses `± c (xᵢ - xⱼ)`. -/
def kick (m : ι → ℝ) (i j : ι) (c : ℝ) (s : State ι E) : State ι E :=
  ⟨s.pos, Function.update
    (Function.update s.vel i (s.vel i + (c / m i) • sep s i j))
    j (s.vel j - (c / m j) • sep s i j)⟩
```

A history is a finite sequence of such events in any order. Each flight has $t\ge0$. Each collision involves two different particles that approach, $\langle r,v_i-v_j\rangle<0$, and it conserves $K$, so no energy goes into heat or internal motion. In `Run m s₀ T W s`, `T` is the total flight time, not a temperature, and `W` is the collisional virial, not work.

No particle diameter appears, so collisions are allowed at any nonzero separation. To apply the result to actual hard spheres, one must still show that their motion splits into finitely many flights and pair collisions of this kind.

```lean
/-- `Run m s₀ T W s`: free flights of total duration `T` and energy-conserving collisions of
approaching pairs lead from `s₀` to `s`; `W` sums separation times impulse over the collisions. -/
inductive Run (m : ι → ℝ) (s₀ : State ι E) : ℝ → ℝ → State ι E → Prop
  | start : Run m s₀ 0 0 s₀
  | flight {T W : ℝ} {s : State ι E} (t : ℝ) (h : Run m s₀ T W s) (ht : 0 ≤ t) :
      Run m s₀ (T + t) W (drift t s)
  | collision {T W : ℝ} {s : State ι E} (i j : ι) (c : ℝ) (h : Run m s₀ T W s)
      (hij : i ≠ j) (happ : inner ℝ (sep s i j) (s.vel i - s.vel j) < 0)
      (hE : kinetic m (kick m i j c s) = kinetic m s) :
      Run m s₀ T (W + c * ‖sep s i j‖ ^ 2) (kick m i j c s)
```

## The energy change of a pair impulse

A collision alters two velocities, so only two terms of any sum over particles change. For one altered velocity, $v_i\to a$, the sum $\sum_k F_k(v_k)$ changes by $F_i(a)-F_i(v_i)$. The proof writes every new term as the old one plus a correction that vanishes unless $k=i$.

```lean
omit [InnerProductSpace ℝ E] [NormedAddCommGroup E] in
/-- Changing one velocity changes a sum over particles only in that particle's term. -/
lemma sum_update (F : ι → E → ℝ) (v : ι → E) (i : ι) (a : E) :
    ∑ k, F k (Function.update v i a k) = ∑ k, F k (v k) + (F i a - F i (v i)) := by
  have h : ∀ k, F k (Function.update v i a k)
      = F k (v k) + if k = i then F i a - F i (v i) else 0 := by
    intro k
    by_cases hk : k = i
    · subst hk
      simp
    · simp [hk]
  rw [Finset.sum_congr rfl (fun k _ => h k), Finset.sum_add_distrib]
  simp
```

Applying this twice handles the pair. Since $i\ne j$, the first change does not disturb $v_j$.

```lean
omit [InnerProductSpace ℝ E] [NormedAddCommGroup E] in
/-- Changing the velocities of two different particles changes a sum over particles only in
their two terms. -/
lemma sum_update_pair (F : ι → E → ℝ) (v : ι → E) {i j : ι} (hij : i ≠ j) (a b : E) :
    ∑ k, F k (Function.update (Function.update v i a) j b k)
      = ∑ k, F k (v k) + (F i a - F i (v i)) + (F j b - F j (v j)) := by
  rw [sum_update F, sum_update F, Function.update_of_ne hij.symm]
```

The squares are expanded with $|u+a\,r|^2=|u|^2+2a\langle r,u\rangle+a^2|r|^2$.

```lean
/-- The square of a vector shifted by `a r`. -/
lemma norm_sq_add_smul (a : ℝ) (u r : E) :
    ‖u + a • r‖ ^ 2 = ‖u‖ ^ 2 + 2 * a * inner ℝ r u + a ^ 2 * ‖r‖ ^ 2 := by
  rw [norm_add_sq_real, inner_smul_right, norm_smul, mul_pow, Real.norm_eq_abs, sq_abs,
    real_inner_comm r u]
  ring
```

With $a=c/m_i$, particle $i$ gains the energy $c\langle r,v_i\rangle+c^2|r|^2/(2m_i)$. With $a=-c/m_j$, particle $j$ gains $-c\langle r,v_j\rangle+c^2|r|^2/(2m_j)$. Together,

$$\Delta K=c\,\langle r,v_i-v_j\rangle+\frac{c^2}{2}\,|r|^2\Big(\frac1{m_i}+\frac1{m_j}\Big).$$

In the proof, `e1` and `e2` cancel the masses, and `linear_combination` collects the terms.

```lean
/-- For positive masses, the kinetic energy after a pair impulse is quadratic in its strength. -/
theorem kinetic_kick {m : ι → ℝ} (hm : ∀ k, 0 < m k) {i j : ι} (hij : i ≠ j) (c : ℝ)
    (s : State ι E) :
    kinetic m (kick m i j c s) = kinetic m s + c * inner ℝ (sep s i j) (s.vel i - s.vel j)
      + c ^ 2 * (‖sep s i j‖ ^ 2 * (1 / m i + 1 / m j)) / 2 := by
  have hi := (hm i).ne'
  have hj := (hm j).ne'
  have e1 : m i * (c / m i) = c := by field_simp
  have e2 : m j * (c / m j) = c := by field_simp
  have h := sum_update_pair (fun k u => m k * ‖u‖ ^ 2) s.vel hij
    (s.vel i + (c / m i) • sep s i j) (s.vel j - (c / m j) • sep s i j)
  have hs : ‖s.vel j - (c / m j) • sep s i j‖ ^ 2 = ‖s.vel j‖ ^ 2
      + 2 * (-(c / m j)) * inner ℝ (sep s i j) (s.vel j)
      + (-(c / m j)) ^ 2 * ‖sep s i j‖ ^ 2 := by
    rw [← norm_sq_add_smul, neg_smul, ← sub_eq_add_neg]
  simp only [norm_sq_add_smul, hs] at h
  simp only [kinetic, kick]
  rw [h, inner_sub_right]
  linear_combination
    (inner ℝ (sep s i j) (s.vel i) + c / m i * ‖sep s i j‖ ^ 2 / 2) * e1
    + (-inner ℝ (sep s i j) (s.vel j) + c / m j * ‖sep s i j‖ ^ 2 / 2) * e2
```

## Energy conservation fixes the impulse

Setting $\Delta K=0$ gives a quadratic equation in $c$ with the roots

$$c=0\qquad\text{or}\qquad c=\frac{-2\langle r,v_i-v_j\rangle}{|r|^2\,(1/m_i+1/m_j)} .$$

The second is the elastic collision; the first is an event in which nothing happens, which the definition of a history also admits. The denominator is nonzero because approach rules out $r=0$, where the inner product would vanish. Distinct positions are therefore a consequence and not a separate assumption. The proof factors the quadratic for one direction and checks each root for the other.

```lean
/-- For positive masses and an approaching pair, energy is conserved exactly when the impulse
vanishes or has the elastic strength. -/
theorem elastic_impulse {m : ι → ℝ} (hm : ∀ k, 0 < m k) {i j : ι} (hij : i ≠ j) (c : ℝ)
    (s : State ι E) (happ : inner ℝ (sep s i j) (s.vel i - s.vel j) < 0) :
    kinetic m (kick m i j c s) = kinetic m s ↔ c = 0 ∨
      c = -2 * inner ℝ (sep s i j) (s.vel i - s.vel j)
        / (‖sep s i j‖ ^ 2 * (1 / m i + 1 / m j)) := by
  -- approaching partners cannot sit at the same point
  have hr : sep s i j ≠ 0 := by
    intro h
    rw [h, inner_zero_left] at happ
    exact lt_irrefl _ happ
  have hD : ‖sep s i j‖ ^ 2 * (1 / m i + 1 / m j) ≠ 0 := by
    have h1 := hm i
    have h2 := hm j
    have h3 := norm_pos_iff.mpr hr
    positivity
  rw [kinetic_kick hm hij, eq_div_iff hD]
  constructor
  · intro h
    have h0 : c * (2 * inner ℝ (sep s i j) (s.vel i - s.vel j)
        + c * (‖sep s i j‖ ^ 2 * (1 / m i + 1 / m j))) = 0 := by
      linear_combination 2 * h
    rcases mul_eq_zero.mp h0 with h1 | h1
    · exact Or.inl h1
    · right
      linear_combination h1
  · rintro (h | h)
    · rw [h]
      ring
    · linear_combination (c / 2) * h
```

The sign of $c$ can be read off without solving. If $c<0$, then $c\,\langle r,v_i-v_j\rangle>0$ and the quadratic term is nonnegative, so $K$ would rise. Hence $c\ge0$: the partners are pushed apart or left alone. For a receding pair, the elastic root would be negative.

```lean
/-- For positive masses, an energy-conserving impulse between approaching partners is never
attractive. -/
theorem impulse_nonneg {m : ι → ℝ} (hm : ∀ k, 0 < m k) {i j : ι} (hij : i ≠ j) {c : ℝ}
    {s : State ι E} (happ : inner ℝ (sep s i j) (s.vel i - s.vel j) < 0)
    (hE : kinetic m (kick m i j c s) = kinetic m s) : 0 ≤ c := by
  by_contra hc
  have h1 := mul_pos_of_neg_of_neg (not_le.mp hc) happ
  have h2 : 0 ≤ c ^ 2 * (‖sep s i j‖ ^ 2 * (1 / m i + 1 / m j)) / 2 := by
    have hi := hm i
    have hj := hm j
    positivity
  rw [kinetic_kick hm hij] at hE
  linarith
```

## How each event changes $G$

In a collision the positions stay fixed, so

$$\Delta G=m_i\Big\langle x_i,\frac{c}{m_i}r\Big\rangle-m_j\Big\langle x_j,\frac{c}{m_j}r\Big\rangle=c\,\langle x_i-x_j,r\rangle=c\,|r|^2 .$$

This is the separation times the impulse, the same quantity that hard-sphere codes accumulate for the pressure, though the present system is finite and unconfined. In the proof, `hr` supplies the last equality.

```lean
/-- For positive masses, a pair impulse raises the virial sum by separation times impulse. -/
theorem virial_kick {m : ι → ℝ} (hm : ∀ k, 0 < m k) {i j : ι} (hij : i ≠ j) (c : ℝ)
    (s : State ι E) :
    virial m (kick m i j c s) = virial m s + c * ‖sep s i j‖ ^ 2 := by
  have hi := (hm i).ne'
  have hj := (hm j).ne'
  have e1 : m i * (c / m i) = c := by field_simp
  have e2 : m j * (c / m j) = c := by field_simp
  have hr : ‖sep s i j‖ ^ 2
      = inner ℝ (s.pos i) (sep s i j) - inner ℝ (s.pos j) (sep s i j) := by
    rw [← real_inner_self_eq_norm_sq, ← inner_sub_left]
    rfl
  have h := sum_update_pair (fun k u => m k * inner ℝ (s.pos k) u) s.vel hij
    (s.vel i + (c / m i) • sep s i j) (s.vel j - (c / m j) • sep s i j)
  simp only [inner_add_right, inner_sub_right, inner_smul_right] at h
  simp only [virial, kick]
  rw [h]
  linear_combination inner ℝ (s.pos i) (sep s i j) * e1
    - inner ℝ (s.pos j) (sep s i j) * e2 - c * hr
```

In a flight the velocities stay fixed, and

$$\sum_k m_k\langle x_k+t\,v_k,v_k\rangle=G+t\sum_k m_k|v_k|^2=G+2Kt .$$

This identity needs no sign condition on the masses or on $t$.

```lean
omit [DecidableEq ι] in
/-- In free flight the virial sum grows at the constant rate `2K`. -/
theorem virial_drift (m : ι → ℝ) (t : ℝ) (s : State ι E) :
    virial m (drift t s) = virial m s + 2 * kinetic m s * t := by
  have h : ∀ k, m k * inner ℝ (s.pos k + t • s.vel k) (s.vel k)
      = m k * inner ℝ (s.pos k) (s.vel k) + t * (m k * ‖s.vel k‖ ^ 2) := by
    intro k
    rw [inner_add_left, real_inner_smul_left, real_inner_self_eq_norm_sq]
    ring
  simp only [virial, drift, kinetic, h, Finset.sum_add_distrib, ← Finset.mul_sum]
  ring
```

## The balance over a whole history

Induction over the events adds these changes. At the start, $T=W=0$. A flight adds $2Kt$ to $G$ and $t$ to $T$, with $K$ still at its initial value. A collision adds $c\,|r|^2\ge0$ to both $G$ and $W$. The theorem `virial_balance` returns three statements: $K$ is conserved, the balance holds, and $W\ge0$.

```lean
/-- For positive masses, kinetic energy is conserved along a run, and the virial sum grows by
`2KT` plus the collisional virial `W`, which is nonnegative. -/
theorem virial_balance {m : ι → ℝ} (hm : ∀ k, 0 < m k) {s₀ s : State ι E} {T W : ℝ}
    (h : Run m s₀ T W s) :
    kinetic m s = kinetic m s₀ ∧
      virial m s = virial m s₀ + 2 * kinetic m s₀ * T + W ∧ 0 ≤ W := by
  induction h with
  | start => simp
  | flight t _ ht ih =>
    obtain ⟨hK, hG, hW⟩ := ih
    refine ⟨hK, ?_, hW⟩
    rw [virial_drift, hK, hG]
    ring
  | collision i j c _ hij happ hE ih =>
    obtain ⟨hK, hG, hW⟩ := ih
    refine ⟨hE.trans hK, ?_,
      add_nonneg hW (mul_nonneg (impulse_nonneg hm hij happ hE) (sq_nonneg _))⟩
    rw [virial_kick hm hij, hG]
    ring
```

Dropping the nonnegative $W$ leaves $G_{\text{start}}+2KT\le G_{\text{end}}$.

```lean
/-- For positive masses, the virial sum grows along a run by at least `2K` times the total
flight time. -/
theorem virial_growth {m : ι → ℝ} (hm : ∀ k, 0 < m k) {s₀ s : State ι E} {T W : ℝ}
    (h : Run m s₀ T W s) : virial m s₀ + 2 * kinetic m s₀ * T ≤ virial m s := by
  obtain ⟨_, hG, hW⟩ := virial_balance hm h
  linarith
```

## Collisions do not delay the spreading

Expanding the squares for a flight of duration $t$ gives

$$I\mapsto I+2tG+2Kt^2 .$$

Let $I_0$ and $G_0$ be the initial values. The claim is that $I$ after the history is at least $I_0+2TG_0+2KT^2$, the value that collisionless flight for the same time would give. Suppose this holds at time $T$. After a further flight, the bound $G\ge G_0+2KT$ yields

$$I+2tG+2Kt^2\ \ge\ I_0+2(T+t)G_0+2K(T+t)^2 .$$

A collision moves no particle, so $I$ does not change. The theorem states the comparison through `drift T s₀`; the explicit expansion is `hd` inside the proof, and `nlinarith` combines the inequalities.

```lean
/-- For positive masses, the moment of inertia after a run is at least the value it would have
after collisionless flight for the same time. -/
theorem inertia_growth {m : ι → ℝ} (hm : ∀ k, 0 < m k) {s₀ s : State ι E} {T W : ℝ}
    (h : Run m s₀ T W s) :
    inertia m (drift T s₀) ≤ inertia m s := by
  have hd : ∀ (t : ℝ) (u : State ι E), inertia m (drift t u)
      = inertia m u + 2 * t * virial m u + 2 * kinetic m u * t ^ 2 := by
    intro t u
    have hk : ∀ k, m k * ‖u.pos k + t • u.vel k‖ ^ 2 = m k * ‖u.pos k‖ ^ 2
        + 2 * t * (m k * inner ℝ (u.pos k) (u.vel k)) + t ^ 2 * (m k * ‖u.vel k‖ ^ 2) := by
      intro k
      rw [norm_sq_add_smul, real_inner_comm (u.pos k) (u.vel k)]
      ring
    simp only [inertia, drift, virial, kinetic, hk, Finset.sum_add_distrib, ← Finset.mul_sum]
    ring
  induction h with
  | start => simp [drift]
  | flight t h ht ih =>
    -- the virial bound controls the growth during the next flight
    have hG := mul_le_mul_of_nonneg_left (virial_growth hm h) ht
    have hK := (virial_balance hm h).1
    rw [hd] at ih
    rw [hd, hd, hK]
    nlinarith
  | collision i j c _ hij happ hE ih => exact ih

end

end CollisionalVirial
```

```lean
#print axioms CollisionalVirial.elastic_impulse
#print axioms CollisionalVirial.virial_growth
#print axioms CollisionalVirial.inertia_growth
```

```
'CollisionalVirial.elastic_impulse' depends on axioms: [propext, Classical.choice, Quot.sound]
'CollisionalVirial.virial_growth' depends on axioms: [propext, Classical.choice, Quot.sound]
'CollisionalVirial.inertia_growth' depends on axioms: [propext, Classical.choice, Quot.sound]
```

## One particle and two

A single particle has no partner to collide with, so $W=0$ and the bound is an equality: $G$ grows by exactly $2KT$.

For two particles of mass $m$ on a line, put $i$ at $+a$ with velocity $-u$ and $j$ at $-a$ with velocity $+u$, where $a,u>0$. Then $r=2a$, the relative velocity is $-2u$, and the elastic root is $c=mu/a$. The velocities are reversed, and $G$ jumps from $-2mau$ to $+2mau$. The jump of $4mau$ equals $c\,|r|^2$. It tends to zero with $a$ at fixed $u$, which is the point-particle limit, where only the ideal-gas term $2KT$ remains.
